# The first-order free-energy error between concentric harmonic wells is nonnegative and vanishes only for equal Hessians

Coordinates $x\in\mathbb R^n$ have type `Fin n → ℝ`, and $\beta=1/(k_BT)>0$. Over the reals, `IsHermitian` means symmetric, and `PosDef` means symmetric and positive definite.

In Lean 4 with Mathlib:

```lean
import Mathlib

open Matrix MeasureTheory

namespace HarmonicReferenceMismatch

noncomputable section

variable {n : ℕ}
```

A symmetric matrix $H$ defines the energy $E_H(x)=\tfrac12x^THx$, with a stationary point at the origin; it is a well when $H$ is positive definite.

```lean
/-- Quadratic potential energy `xᵀ H x / 2`; for symmetric `H` its Hessian is `H`. -/
def energy (H : Matrix (Fin n) (Fin n) ℝ) (x : Fin n → ℝ) : ℝ := (x ⬝ᵥ (H *ᵥ x)) / 2
```

The partition function is the configurational integral $Z_H=\int e^{-\beta E_H(x)}\,dx$. Momenta and a unit of length are left out; for two wells with the same masses and coordinates, both cancel in free-energy differences.

```lean
/-- Configurational partition function of the well at inverse temperature `β`. -/
def partition (β : ℝ) (H : Matrix (Fin n) (Fin n) ℝ) : ℝ :=
  ∫ x : Fin n → ℝ, Real.exp (-β * energy H x)
```

The free energy is $F_H=-\beta^{-1}\ln Z_H$.

```lean
/-- Configurational free energy of the well. -/
def freeEnergy (β : ℝ) (H : Matrix (Fin n) (Fin n) ℝ) : ℝ :=
  -(1 / β) * Real.log (partition β H)
```

Averages are Boltzmann-weighted integrals divided by the partition function, $\langle f\rangle_H=Z_H^{-1}\int f(x)\,e^{-\beta E_H(x)}\,dx$.

```lean
/-- Boltzmann average of an observable `f` in the well with Hessian `H`. -/
def average (β : ℝ) (H : Matrix (Fin n) (Fin n) ℝ) (f : (Fin n → ℝ) → ℝ) : ℝ :=
  (∫ x : Fin n → ℝ, f x * Real.exp (-β * energy H x)) / partition β H
```

For a reference $H_0$ and a target $H_1$, the error is $\langle E_{H_1}-E_{H_0}\rangle_{H_0}-(F_{H_1}-F_{H_0})$.

```lean
/-- First-order perturbation estimate of the free-energy difference, minus its exact value. -/
def perturbationError (β : ℝ) (H0 H1 : Matrix (Fin n) (Fin n) ℝ) : ℝ :=
  average β H0 (fun x => energy H1 x - energy H0 x) - (freeEnergy β H1 - freeEnergy β H0)
```

The mismatch is $m(H_0,H_1)=\operatorname{tr}(H_0^{-1}H_1)-n-\ln(\det H_1/\det H_0)$.

```lean
/-- The trace-determinant mismatch of two Hessians. -/
def mismatch (H0 H1 : Matrix (Fin n) (Fin n) ℝ) : ℝ :=
  (H0⁻¹ * H1).trace - n - Real.log (H1.det / H0.det)
```

## (a) Diagonalising a symmetric matrix

**Show that an orthogonal $U$ makes $U^TAU$ diagonal.** Take orthonormal eigenvectors of $A$ as the columns of $U$. Then $A=U\Lambda U^T$ and $U^TU=1$, so $U^TAU=\Lambda$. Mathlib's `spectral_theorem` supplies the factorisation.

```lean
/-- An orthogonal change of coordinates diagonalises a real symmetric matrix. -/
theorem orthogonal_modes {A : Matrix (Fin n) (Fin n) ℝ} (hA : A.IsHermitian) :
    ∃ U : Matrix (Fin n) (Fin n) ℝ, Uᵀ * U = 1 ∧ Uᵀ * A * U = diagonal hA.eigenvalues := by
  let U : Matrix (Fin n) (Fin n) ℝ := hA.eigenvectorUnitary
  have hU : Uᵀ * U = 1 := Matrix.mem_unitaryGroup_iff'.mp hA.eigenvectorUnitary.2
  have h : A = U * diagonal hA.eigenvalues * Uᵀ := by
    have h := hA.spectral_theorem
    rw [Unitary.conjStarAlgAut_apply] at h
    exact h
  refine ⟨U, hU, ?_⟩
  calc Uᵀ * A * U = Uᵀ * (U * diagonal hA.eigenvalues * Uᵀ) * U := by rw [← h]
    _ = (Uᵀ * U) * diagonal hA.eigenvalues * (Uᵀ * U) := by simp only [Matrix.mul_assoc]
    _ = diagonal hA.eigenvalues := by rw [hU, Matrix.one_mul, Matrix.mul_one]
```

## (b) Diagonalising two matrices together

**For positive definite $H$ and symmetric $A$, find $P$ with $P^THP=1$ and $P^TAP=\operatorname{diag}(d_i)$, and show that $\operatorname{tr}(H^{-1}A)=\sum_id_i$.** By (a), $U^THU=\operatorname{diag}(h_i)$ with $h_i>0$. Put $S=U\operatorname{diag}(h_i^{-1/2})$, so that $S^THS=1$. The matrix $S^TAS$ is symmetric; let the orthogonal $V$ diagonalise it, and set $P=SV$. Then $P^THP=V^TV=1$, hence $H^{-1}=PP^T$, and
$$\operatorname{tr}(H^{-1}A)=\operatorname{tr}(PP^TA)=\operatorname{tr}(P^TAP)=\sum_id_i.$$
When $H$ and $A$ are both Hessians, as below, each $d_i$ is a ratio of curvatures along a column of $P$, not a squared frequency.

```lean
/-- Coordinates exist in which a positive definite `H` is the identity and a symmetric `A` is
diagonal; the trace of `H⁻¹ A` is the sum of the diagonal entries. -/
theorem normal_modes {H A : Matrix (Fin n) (Fin n) ℝ} (hH : H.PosDef) (hA : A.IsHermitian) :
    ∃ (P : Matrix (Fin n) (Fin n) ℝ) (d : Fin n → ℝ),
      Pᵀ * H * P = 1 ∧ Pᵀ * A * P = diagonal d ∧ (H⁻¹ * A).trace = ∑ i, d i := by
  obtain ⟨U, -, hUH⟩ := orthogonal_modes hH.isHermitian
  have aux : ∀ s l : ℝ, s ≠ 0 → s * s = l → s⁻¹ * (l * s⁻¹) = 1 := by
    intro s l hs h
    rw [← h]
    field_simp
  -- rescale the eigenvectors of `H` so that `H` becomes the identity
  obtain ⟨S, hS⟩ : ∃ S : Matrix (Fin n) (Fin n) ℝ, Sᵀ * H * S = 1 := by
    let D : Matrix (Fin n) (Fin n) ℝ :=
      diagonal (fun i => (√(hH.isHermitian.eigenvalues i))⁻¹)
    have hD : Dᵀ = D := diagonal_transpose _
    refine ⟨U * D, ?_⟩
    calc (U * D)ᵀ * H * (U * D) = D * ((Uᵀ * H * U) * D) := by
          rw [transpose_mul, hD]
          simp only [Matrix.mul_assoc]
      _ = 1 := by
          rw [hUH, diagonal_mul_diagonal, diagonal_mul_diagonal, ← diagonal_one]
          congr 1
          funext i
          have hp := hH.eigenvalues_pos i
          exact aux _ _ (Real.sqrt_pos.mpr hp).ne' (Real.mul_self_sqrt hp.le)
  have hAt : Aᵀ = A := by
    rw [← conjTranspose_eq_transpose_of_trivial]
    exact hA
  have hK : (Sᵀ * A * S).IsHermitian := by
    unfold Matrix.IsHermitian
    rw [conjTranspose_eq_transpose_of_trivial]
    simp only [transpose_mul, transpose_transpose, hAt, Matrix.mul_assoc]
  obtain ⟨V, hV, hVK⟩ := orthogonal_modes hK
  have assoc : ∀ M, (S * V)ᵀ * M * (S * V) = Vᵀ * (Sᵀ * M * S) * V := by
    intro M
    simp only [transpose_mul, Matrix.mul_assoc]
  have hP : (S * V)ᵀ * H * (S * V) = 1 := by rw [assoc, hS, Matrix.mul_one, hV]
  have hd := (assoc A).trans hVK
  have hinv : H⁻¹ = (S * V) * (S * V)ᵀ :=
    inv_eq_left_inv (by rw [Matrix.mul_assoc]; exact mul_eq_one_comm.mp hP)
  refine ⟨S * V, hK.eigenvalues, hP, hd, ?_⟩
  rw [hinv, Matrix.mul_assoc, trace_mul_comm, hd, trace_diagonal]
```

## (c) Energy as a sum over modes

**Express $E_A$ in the coordinates $x=Py$.** Substitution gives $E_A(Py)=\tfrac12y^T(P^TAP)y=\tfrac12\sum_id_iy_i^2$.

```lean
/-- In coordinates that diagonalise the Hessian the energy is a sum over independent modes. -/
theorem energy_normal_modes {P A : Matrix (Fin n) (Fin n) ℝ} {d : Fin n → ℝ}
    (h : Pᵀ * A * P = diagonal d) (y : Fin n → ℝ) :
    energy A (P *ᵥ y) = (∑ i, d i * y i ^ 2) / 2 := by
  have e : (P *ᵥ y) ⬝ᵥ (A *ᵥ (P *ᵥ y)) = y ⬝ᵥ ((Pᵀ * A * P) *ᵥ y) := by
    rw [← mulVec_mulVec, ← mulVec_mulVec, dotProduct_mulVec y Pᵀ, vecMul_transpose]
  rw [energy, e, h]
  simp only [dotProduct, mulVec_diagonal]
  congr 1
  exact Finset.sum_congr rfl (fun i _ => by ring)
```

## (d) The Jacobian

**Relate integrals over $y$ and $x$.** Taking determinants of $P^THP=1$ gives $(\det P)^2\det H=1$. Since $dx=|\det P|\,dy$,
$$\int f(Py)\,dy=\sqrt{\det H}\int f(x)\,dx.$$
The lemma takes $f$ continuous, which covers every integrand used below.

```lean
/-- Passing to coordinates in which `H` is the identity multiplies configuration integrals by
the square root of `det H`. -/
theorem whitened_integral {P H : Matrix (Fin n) (Fin n) ℝ} (hP : Pᵀ * H * P = 1)
    {f : (Fin n → ℝ) → ℝ} (hf : Continuous f) :
    ∫ y, f (P *ᵥ y) = √H.det * ∫ x, f x := by
  have hdet : P.det * H.det * P.det = 1 := by
    simpa only [det_mul, det_transpose, det_one] using congrArg det hP
  have hne : P.det ≠ 0 := by
    intro h
    simp [h] at hdet
  have hs : |(P.det)⁻¹| = √H.det := by
    rw [← Real.sqrt_sq_eq_abs, inv_pow]
    congr 1
    exact inv_eq_of_mul_eq_one_right (by linear_combination hdet)
  have h := integral_map (μ := (volume : Measure (Fin n → ℝ))) (φ := Matrix.toLin' P) (f := f)
    (LinearMap.continuous_of_finiteDimensional (Matrix.toLin' P)).measurable.aemeasurable
    hf.aestronglyMeasurable
  rw [Real.map_matrix_volume_pi_eq_smul_volume_pi hne, integral_smul_measure,
    ENNReal.toReal_ofReal (abs_nonneg _), smul_eq_mul, hs] at h
  simp only [Matrix.toLin'_apply] at h
  exact h.symm
```

## (e) The Gaussian second moment

**Find $\int t^2e^{-bt^2}dt$ for $b>0$.** Integrate
$$\frac{d}{dt}\bigl(te^{-bt^2}\bigr)=e^{-bt^2}-2bt^2e^{-bt^2}.$$
The left side contributes zero, so the second moment is $1/(2b)$ times $\int e^{-bt^2}dt$. In the proof, `hder` is the derivative and `hz` the vanishing integral.

```lean
/-- The second moment of a one-dimensional Gaussian weight is finite and equals `1 / (2 b)`
times its norm. -/
theorem gaussian_second_moment {b : ℝ} (hb : 0 < b) :
    Integrable (fun t : ℝ => t ^ 2 * Real.exp (-b * t ^ 2)) ∧
    ∫ t : ℝ, t ^ 2 * Real.exp (-b * t ^ 2) = 1 / (2 * b) * ∫ t : ℝ, Real.exp (-b * t ^ 2) := by
  have i0 := integrable_exp_neg_mul_sq hb
  have i2 : Integrable (fun t : ℝ => t ^ 2 * Real.exp (-b * t ^ 2)) := by
    simpa using integrable_rpow_mul_exp_neg_mul_sq hb (s := 2) (by norm_num)
  refine ⟨i2, ?_⟩
  have hder : ∀ t : ℝ, HasDerivAt (fun t : ℝ => t * Real.exp (-b * t ^ 2))
      (Real.exp (-b * t ^ 2) - 2 * b * (t ^ 2 * Real.exp (-b * t ^ 2))) t := by
    intro t
    have hp : HasDerivAt (fun s : ℝ => s ^ 2) (2 * t) t := by simpa using hasDerivAt_pow 2 t
    exact ((hasDerivAt_id' t).fun_mul (hp.const_mul (-b)).exp).congr_deriv (by ring)
  -- a total derivative integrates to zero
  have hz := integral_eq_zero_of_hasDerivAt_of_integrable hder
    (i0.sub (i2.const_mul (2 * b))) (integrable_mul_exp_neg_mul_sq hb)
  rw [integral_sub i0 (i2.const_mul _), integral_const_mul] at hz
  rw [one_div, eq_inv_mul_iff_mul_eq₀ (by positivity)]
  linarith
```

## (f) Integrals over $n$ modes

**Integrate the weight $w(y)=e^{-\beta\sum_iy_i^2/2}$, alone and against $\tfrac12\sum_id_iy_i^2$.** The weight factorises, and each factor integrates to $\sqrt{2\pi/\beta}$, so $\int w\,dy=(2\pi/\beta)^{n/2}$. By (e) with $b=\beta/2$, inserting $y_k^2$ multiplies this by $1/\beta$. Summing over $k$ gives
$$\int\tfrac12\sum_kd_ky_k^2\,w\,dy=\frac{\sum_kd_k}{2\beta}\Bigl(\frac{2\pi}{\beta}\Bigr)^{n/2}.$$
The function `g k i` puts the square into factor $i=k$ only.

```lean
/-- Gaussian integrals over `n` unit modes: the norm, and the integral of a diagonal
quadratic energy. -/
theorem mode_integrals {β : ℝ} (hβ : 0 < β) (d : Fin n → ℝ) :
    ∫ y : Fin n → ℝ, Real.exp (-β * ((∑ i, y i ^ 2) / 2)) = √(2 * Real.pi / β) ^ n ∧
    ∫ y : Fin n → ℝ, (∑ i, d i * y i ^ 2) / 2 * Real.exp (-β * ((∑ i, y i ^ 2) / 2)) =
      (∑ i, d i) / (2 * β) * √(2 * Real.pi / β) ^ n := by
  obtain ⟨i2, m2⟩ := gaussian_second_moment (half_pos hβ)
  have g0 : ∫ t : ℝ, Real.exp (-(β / 2) * t ^ 2) = √(2 * Real.pi / β) := by
    rw [integral_gaussian]
    congr 1
    field_simp
  have hexp : ∀ y : Fin n → ℝ, Real.exp (-β * ((∑ i, y i ^ 2) / 2)) =
      ∏ i, Real.exp (-(β / 2) * y i ^ 2) := by
    intro y
    rw [← Real.exp_sum, ← Finset.mul_sum]
    congr 1
    ring
  let g : Fin n → Fin n → ℝ → ℝ := fun k i t =>
    (if i = k then t ^ 2 else 1) * Real.exp (-(β / 2) * t ^ 2)
  have hprod : ∀ k (y : Fin n → ℝ), ∏ i, g k i (y i) =
      y k ^ 2 * Real.exp (-β * ((∑ i, y i ^ 2) / 2)) := by
    intro k y
    simp only [g, hexp, Finset.prod_mul_distrib, Finset.prod_ite_eq', Finset.mem_univ, if_true]
  have hint : ∀ k, Integrable (fun y : Fin n → ℝ =>
      y k ^ 2 * Real.exp (-β * ((∑ i, y i ^ 2) / 2))) := by
    intro k
    have h : Integrable (fun y : Fin n → ℝ => ∏ i, g k i (y i)) volume := by
      refine Integrable.fintype_prod (f := g k) (μ := fun _ => volume) (fun i => ?_)
      by_cases h : i = k
      · simpa only [g, h, if_true] using i2
      · simpa only [g, h, if_false, one_mul] using integrable_exp_neg_mul_sq (half_pos hβ)
    simpa only [hprod] using h
  have hval : ∀ k, ∫ y : Fin n → ℝ, y k ^ 2 * Real.exp (-β * ((∑ i, y i ^ 2) / 2)) =
      1 / β * √(2 * Real.pi / β) ^ n := by
    intro k
    have h1 : ∫ y : Fin n → ℝ, ∏ i, g k i (y i) = ∏ i, ∫ t, g k i t :=
      integral_fintype_prod_volume_eq_prod (f := g k)
    have c : ∀ i, ∫ t, g k i t = (if i = k then 1 / β else 1) * √(2 * Real.pi / β) := by
      intro i
      by_cases h : i = k
      · simp only [g, h, if_true]
        rw [m2, g0, mul_div_cancel₀ β (two_ne_zero)]
      · simp only [g, h, if_false, one_mul]
        exact g0
    simp only [hprod] at h1
    rw [h1]
    simp only [c, Finset.prod_mul_distrib, Finset.prod_ite_eq', Finset.mem_univ, if_true,
      Finset.prod_const, Finset.card_univ, Fintype.card_fin]
  constructor
  · simp_rw [hexp]
    rw [integral_fintype_prod_volume_eq_prod
      (f := fun (_ : Fin n) (t : ℝ) => Real.exp (-(β / 2) * t ^ 2))]
    simp only [g0, Finset.prod_const, Finset.card_univ, Fintype.card_fin]
  · have hsum : ∀ y : Fin n → ℝ,
        (∑ i, d i * y i ^ 2) / 2 * Real.exp (-β * ((∑ i, y i ^ 2) / 2)) =
        ∑ i, d i / 2 * (y i ^ 2 * Real.exp (-β * ((∑ j, y j ^ 2) / 2))) := by
      intro y
      rw [Finset.sum_div, Finset.sum_mul]
      exact Finset.sum_congr rfl (fun i _ => by ring)
    simp_rw [hsum]
    rw [integral_finsetSum _ (fun i _ => (hint i).const_mul _)]
    simp_rw [integral_const_mul, hval]
    rw [← Finset.sum_mul, ← Finset.sum_div]
    ring
```

## (g) Partition function and mean quadratic energy

**Compute $Z_H$ and $\langle E_A\rangle_H$.** By (c), $E_H(Py)=\tfrac12\sum_iy_i^2$. Applying (d) to both integrals of (f) gives
$$Z_H=\frac{(2\pi/\beta)^{n/2}}{\sqrt{\det H}},\qquad\langle E_A\rangle_H=\frac{\operatorname{tr}(H^{-1}A)}{2\beta}.$$
The Jacobian cancels in the average. Only $H$ must be positive definite; $A$ need only be symmetric.

```lean
/-- Partition function of a harmonic well, and the mean of any quadratic energy in it. -/
theorem partition_and_average {β : ℝ} (hβ : 0 < β) {H A : Matrix (Fin n) (Fin n) ℝ}
    (hH : H.PosDef) (hA : A.IsHermitian) :
    partition β H = √(2 * Real.pi / β) ^ n / √H.det ∧
    average β H (energy A) = (H⁻¹ * A).trace / (2 * β) := by
  obtain ⟨P, d, hP, hd, htr⟩ := normal_modes hH hA
  have hE : ∀ y, energy H (P *ᵥ y) = (∑ i, y i ^ 2) / 2 := by
    intro y
    have h := energy_normal_modes (d := fun _ => 1) (hP.trans diagonal_one.symm) y
    simpa only [one_mul] using h
  have hc : ∀ M : Matrix (Fin n) (Fin n) ℝ, Continuous (fun x => energy M x) := by
    intro M
    simp only [energy, dotProduct, mulVec]
    fun_prop
  have hw : Continuous (fun x => Real.exp (-β * energy H x)) :=
    Real.continuous_exp.comp (continuous_const.mul (hc H))
  obtain ⟨m0, m2⟩ := mode_integrals hβ d
  have hs : √H.det ≠ 0 := (Real.sqrt_pos.mpr hH.det_pos).ne'
  have z := whitened_integral hP hw
  have a := whitened_integral (f := fun x => energy A x * Real.exp (-β * energy H x)) hP
    ((hc A).mul hw)
  simp only [hE, energy_normal_modes hd] at z a
  rw [m0] at z
  rw [m2] at a
  have hZ : partition β H = √(2 * Real.pi / β) ^ n / √H.det := by
    rw [eq_div_iff hs, mul_comm]
    exact z.symm
  have hZ0 : partition β H ≠ 0 := by
    rw [hZ]
    have := Real.pi_pos
    exact div_ne_zero (pow_ne_zero _ (Real.sqrt_pos.mpr (by positivity)).ne') hs
  refine ⟨hZ, ?_⟩
  rw [average, div_eq_iff hZ0, htr]
  apply mul_left_cancel₀ hs
  rw [← a, z, partition]
  ring
```

## (h) Sign of the mismatch

**Show that $m(H_0,H_1)\ge0$, with equality exactly when $H_0=H_1$.** Apply (b) with $H=H_0$, $A=H_1$. Each $d_i=(Pe_i)^TH_1(Pe_i)$ is positive, where $e_i$ is the $i$-th unit vector. Determinants give $\det H_1/\det H_0=\prod_id_i$, so
$$m(H_0,H_1)=\sum_i(d_i-1-\ln d_i).$$
Since $\ln d\le d-1$, strictly for $d\ne1$, every term is nonnegative. If the sum vanishes, all $d_i=1$, so $P^TH_1P=1=P^TH_0P$ and $H_1=H_0$. Conversely, equal Hessians give $n-n-\ln1=0$.

Positive definiteness of $H_1$ matters: for $n=2$, $H_0=1$ and $H_1=-1$ (times the identity), the mismatch is $-2-2-\ln1=-4$.

```lean
/-- The mismatch of two positive definite Hessians is nonnegative and vanishes exactly when
they coincide. -/
theorem mismatch_nonneg_and_eq_zero_iff {H0 H1 : Matrix (Fin n) (Fin n) ℝ}
    (h0 : H0.PosDef) (h1 : H1.PosDef) :
    0 ≤ mismatch H0 H1 ∧ (mismatch H0 H1 = 0 ↔ H0 = H1) := by
  obtain ⟨P, d, hP, hd, htr⟩ := normal_modes h0 h1.isHermitian
  have hpos : ∀ i, 0 < d i := by
    intro i
    have hx : P *ᵥ Pi.single i (1 : ℝ) ≠ 0 := by
      intro h
      have h' := congrArg (fun v => (Pᵀ * H0) *ᵥ v) h
      simp only [mulVec_mulVec, hP, one_mulVec, mulVec_zero] at h'
      have := congrFun h' i
      simp at this
    have hp := h1.dotProduct_mulVec_pos hx
    simp only [star_trivial] at hp
    have e := energy_normal_modes hd (Pi.single i 1)
    have hs : ∑ j, d j * (Pi.single i (1 : ℝ) : Fin n → ℝ) j ^ 2 = d i := by
      simp [Pi.single_apply]
    rw [hs, energy] at e
    linarith
  have e0 : P.det * H0.det * P.det = 1 := by
    simpa only [det_mul, det_transpose, det_one] using congrArg det hP
  have e1 : P.det * H1.det * P.det = ∏ i, d i := by
    simpa only [det_mul, det_transpose, det_diagonal] using congrArg det hd
  have hdet : H1.det / H0.det = ∏ i, d i := by
    rw [div_eq_iff h0.det_pos.ne']
    linear_combination (-H1.det) * e0 + H0.det * e1
  have hlog : Real.log (∏ i, d i) = ∑ i, Real.log (d i) := by
    apply Real.log_prod
    intro i _
    exact (hpos i).ne'
  -- each normal mode contributes `d - 1 - log d`
  have hm : mismatch H0 H1 = ∑ i, (d i - 1 - Real.log (d i)) := by
    rw [mismatch, htr, hdet, hlog]
    simp [Finset.sum_sub_distrib]
  have hnn : ∀ i ∈ Finset.univ, 0 ≤ d i - 1 - Real.log (d i) := fun i _ => by
    linarith [Real.log_le_sub_one_of_pos (hpos i)]
  refine ⟨hm ▸ Finset.sum_nonneg hnn, fun h => ?_, fun h => ?_⟩
  · rw [hm, Finset.sum_eq_zero_iff_of_nonneg hnn] at h
    have hd1 : d = fun _ => 1 := by
      funext i
      by_contra hi
      linarith [Real.log_lt_sub_one_of_pos (hpos i) hi, h i (Finset.mem_univ i)]
    rw [hd1, diagonal_one] at hd
    have a0 : (P * Pᵀ) * H0 = 1 := by
      rw [Matrix.mul_assoc]
      exact mul_eq_one_comm.mp hP
    have a1 : (P * Pᵀ) * H1 = 1 := by
      rw [Matrix.mul_assoc]
      exact mul_eq_one_comm.mp hd
    exact left_inv_eq_right_inv (mul_eq_one_comm.mp a0) a1
  · subst h
    rw [mismatch, nonsing_inv_mul _ h0.det_pos.ne'.isUnit, div_self h0.det_pos.ne']
    simp
```

## (i) The perturbation error

**Show that the error equals $m(H_0,H_1)/(2\beta)$.** The energy difference is $E_{H_1-H_0}$, whose matrix is symmetric but may be indefinite. By (g),
$$\langle E_{H_1}-E_{H_0}\rangle_{H_0}=\frac{\operatorname{tr}(H_0^{-1}H_1)-n}{2\beta},\qquad F_{H_1}-F_{H_0}=\frac1{2\beta}\ln\frac{\det H_1}{\det H_0}.$$
Subtracting gives the formula, called `key` in the proof; (h) then gives the sign and the equality case.

For classical first-order free-energy estimates that start from a harmonic reference, this is the error caused by a wrong Hessian when the target is itself harmonic with the same minimum. Methods that are exact in principle, such as thermodynamic integration, do not have this systematic error. Anharmonicity, displaced minima and sampling noise are not included.

```lean
/-- The first-order perturbation error between concentric harmonic wells is the mismatch of
their Hessians divided by `2 β`; it is nonnegative and vanishes only for equal Hessians. -/
theorem perturbationError_harmonic {β : ℝ} (hβ : 0 < β) {H0 H1 : Matrix (Fin n) (Fin n) ℝ}
    (h0 : H0.PosDef) (h1 : H1.PosDef) :
    perturbationError β H0 H1 = mismatch H0 H1 / (2 * β) ∧
    0 ≤ perturbationError β H0 H1 ∧ (perturbationError β H0 H1 = 0 ↔ H0 = H1) := by
  have hdiff : (fun x => energy H1 x - energy H0 x) = energy (H1 - H0) := by
    funext x
    simp only [energy, sub_mulVec, dotProduct_sub]
    ring
  have hF : ∀ H : Matrix (Fin n) (Fin n) ℝ, H.PosDef → freeEnergy β H =
      -(1 / β) * (Real.log (√(2 * Real.pi / β) ^ n) - Real.log H.det / 2) := by
    intro H hH
    have hpi := Real.pi_pos
    rw [freeEnergy, (partition_and_average hβ hH hH.isHermitian).1,
      Real.log_div (pow_ne_zero _ (Real.sqrt_pos.mpr (by positivity)).ne')
        (Real.sqrt_pos.mpr hH.det_pos).ne', Real.log_sqrt hH.det_pos.le]
  have key : perturbationError β H0 H1 = mismatch H0 H1 / (2 * β) := by
    rw [perturbationError, hdiff,
      (partition_and_average hβ h0 (h1.isHermitian.sub h0.isHermitian)).2, hF H0 h0, hF H1 h1,
      mismatch, Real.log_div h1.det_pos.ne' h0.det_pos.ne', Matrix.mul_sub, trace_sub,
      nonsing_inv_mul _ h0.det_pos.ne'.isUnit, trace_one, Fintype.card_fin]
    ring
  obtain ⟨hn, hz⟩ := mismatch_nonneg_and_eq_zero_iff h0 h1
  have hb : 2 * β ≠ 0 := by positivity
  refine ⟨key, ?_, ?_⟩
  · rw [key]
    positivity
  · rw [key, div_eq_zero_iff, or_iff_left hb]
    exact hz

end

end HarmonicReferenceMismatch
```

Exchanging the two wells gives the neighbouring lower bound, so that
$$\langle E_{H_1}-E_{H_0}\rangle_{H_1}\le F_{H_1}-F_{H_0}\le\langle E_{H_1}-E_{H_0}\rangle_{H_0}.$$

```lean
#print axioms HarmonicReferenceMismatch.perturbationError_harmonic
```

```
'HarmonicReferenceMismatch.perturbationError_harmonic' depends on axioms: [propext, Classical.choice, Quot.sound]
```
